# Mean and excess variance of the expansion order in the stochastic series expansion of a finite negative semidefinite Hamiltonian

Let $H$ be a Hermitian $d\times d$ matrix, $d\ge 1$, with no positive eigenvalue, and let $b\ge 0$ be the inverse temperature. Write $Z=\operatorname{tr}e^{-bH}$ and $\langle A\rangle=\operatorname{tr}(A\,e^{-bH})/Z$ for a matrix $A$. The weights
$$w_n=\frac{b^n\operatorname{tr}\big((-H)^n\big)}{n!},\qquad n=0,1,2,\dots$$
are nonnegative and sum to $Z>0$, and under the distribution $p_n=w_n/Z$ the expansion order $n$ satisfies
$$\langle n\rangle=-b\langle H\rangle,\qquad \operatorname{Var}(n)-\langle n\rangle=b^2\big(\langle H^2\rangle-\langle H\rangle^2\big),$$
where $\langle n\rangle=\sum_n n\,p_n$ and $\operatorname{Var}(n)=\sum_n (n-\langle n\rangle)^2p_n$. In a series-expansion Monte Carlo simulation of a model with a finite-dimensional state space, these identities, for $b>0$, turn the statistics of $n$ into the energy and the energy fluctuation, provided the orders are drawn from the exact, untruncated $p_n$. In the canonical ensemble the right side of the second identity is the heat capacity in units of $k_B$, with $b=1/k_BT$ at temperature $T$; the theorems speak only of the fluctuation expression.

## The Hamiltonian, the weights and the two kinds of average

The basis states are labelled by a finite type `ι` with $d$ elements, and $H$ is a complex matrix on it. Traces, weights and averages are kept complex and no real part is taken. The scope `ComplexOrder` fixes the order on $\mathbb C$: $z\le w$ means that $w-z$ is real and nonnegative, so `0 ≤ w` asserts reality as well as sign.

```lean
import Mathlib

open Matrix
open scoped ComplexOrder

namespace StochasticSeriesExpansion

noncomputable section

variable {ι : Type*} [Fintype ι] [DecidableEq ι]
```

The Boltzmann operator $e^{-bH}$, its trace $Z$ and the thermal average $\langle A\rangle$ are defined for any real $b$ and any matrices $H$ and $A$.

```lean
/-- The Boltzmann operator `exp(-bH)` at inverse temperature `b`. -/
def boltzmann (b : ℝ) (H : Matrix ι ι ℂ) : Matrix ι ι ℂ :=
  NormedSpace.exp ((-(b : ℂ)) • H)

/-- The partition function `Z = tr exp(-bH)`. -/
def partition (b : ℝ) (H : Matrix ι ι ℂ) : ℂ := trace (boltzmann b H)

/-- The thermal average `⟨A⟩ = tr(A exp(-bH)) / Z`. -/
def thermalAvg (b : ℝ) (H A : Matrix ι ι ℂ) : ℂ :=
  trace (A * boltzmann b H) / partition b H
```

The weight $w_n$ contains the full trace, already summed over all basis states.

```lean
/-- The weight `bⁿ tr((-H)ⁿ) / n!` of expansion order `n`. -/
def weight (b : ℝ) (H : Matrix ι ι ℂ) (n : ℕ) : ℂ :=
  (b : ℂ) ^ n * trace ((-H) ^ n) / (n.factorial : ℂ)

/-- The normalised weight `p_n = w_n / Z` of expansion order `n`. -/
def prob (b : ℝ) (H : Matrix ι ι ℂ) (n : ℕ) : ℂ := weight b H n / partition b H
```

The mean and the variance of the order are sums over $n$ against $p_n$, so they are defined without reference to thermal averages of operators.

```lean
/-- The mean expansion order `⟨n⟩ = ∑ n p_n`. -/
def meanOrder (b : ℝ) (H : Matrix ι ι ℂ) : ℂ := ∑' n : ℕ, (n : ℂ) * prob b H n

/-- The variance of the expansion order, `∑ (n - ⟨n⟩)² p_n`. -/
def varOrder (b : ℝ) (H : Matrix ι ι ℂ) : ℂ :=
  ∑' n : ℕ, ((n : ℂ) - meanOrder b H) ^ 2 * prob b H n
```

Lean gives the value $0$ to a quotient by zero and to a sum `∑'` that does not converge, which is why the final theorem states $Z>0$ and the convergence of both moment series explicitly.

## (a) The Taylor series of the Boltzmann operator

*Show that $\sum_n \frac{b^n}{n!}(-H)^n$ converges to $e^{-bH}$ for every matrix $H$ and every real $b$.*

Take the norm $\|A\|=\max_i\sum_j|A_{ij}|$, which satisfies $\|AB\|\le\|A\|\,\|B\|$ for matrices $A$ and $B$. Then $\|A^n/n!\|\le\|A\|^n/n!$ for $n\ge1$, the bounds have a finite sum, and $\sum_n A^n/n!$ converges absolutely to $e^A$. Put $A=-bH=b(-H)$, so that $A^n=b^n(-H)^n$.

`HasSum f a` says that the finite partial sums of `f` converge to `a` irrespective of ordering, which for complex terms amounts to absolute convergence. The step `h` installs the row-sum norm through `Matrix.linftyOpNormedRing` and quotes the exponential series in a complete normed algebra; `key` pulls $b^n$ out of the power.

```lean
/-- The series `∑ bⁿ (-H)ⁿ / n!` converges to the Boltzmann operator. -/
theorem boltzmann_hasSum (b : ℝ) (H : Matrix ι ι ℂ) :
    HasSum (fun n : ℕ => ((b : ℂ) ^ n / (n.factorial : ℂ)) • (-H) ^ n) (boltzmann b H) := by
  have h : ∀ A : Matrix ι ι ℂ,
      HasSum (fun n : ℕ => ((n.factorial : ℂ)⁻¹) • A ^ n) (NormedSpace.exp A) := by
    intro A
    let _ : NormedRing (Matrix ι ι ℂ) := Matrix.linftyOpNormedRing
    let _ : NormedAlgebra ℂ (Matrix ι ι ℂ) := Matrix.linftyOpNormedAlgebra
    exact NormedSpace.exp_series_hasSum_exp' (𝕂 := ℂ) A
  have e : (-(b : ℂ)) • H = (b : ℂ) • (-H) := by rw [neg_smul, smul_neg]
  have key : ∀ n : ℕ, ((b : ℂ) ^ n / (n.factorial : ℂ)) • (-H) ^ n
      = ((n.factorial : ℂ)⁻¹) • ((-(b : ℂ)) • H) ^ n := by
    intro n
    rw [e, smul_pow, smul_smul, div_eq_inv_mul]
  simp only [key]
  exact h _
```

## (b) Factorial moments of the weights

*Let $n^{\underline k}=n(n-1)\cdots(n-k+1)$, with $n^{\underline 0}=1$. Show that for every matrix $H$, every real $b$ and every $k\ge0$,*
$$\sum_n n^{\underline k}\,w_n=b^k\operatorname{tr}\big((-H)^k e^{-bH}\big).$$

Multiply the series of (a) from the left by $(-H)^k$ and take the trace. Both operations are linear and continuous, so they act term by term, and after multiplying by $b^k$,
$$\sum_{n}b^k\operatorname{tr}\Big((-H)^k\,\frac{b^n}{n!}(-H)^n\Big)=b^k\operatorname{tr}\big((-H)^ke^{-bH}\big).$$
On the other side, $i^{\underline k}=0$ for $i<k$, so only the orders $n+k$ with $n\ge0$ contribute. Since $(n+k)!=n!\,(n+k)^{\underline k}$,
$$(n+k)^{\underline k}\,w_{n+k}=(n+k)^{\underline k}\,\frac{b^{n+k}\operatorname{tr}\big((-H)^{n+k}\big)}{n!\,(n+k)^{\underline k}}=b^k\,\frac{b^n}{n!}\operatorname{tr}\big((-H)^k(-H)^n\big),$$
which is term $n$ of the traced series.

The falling factorial is `n.descFactorial k`. In the proof `h1` and `h2` are the traced series before and after the factor $b^k$, `hz` removes the orders below $k$, `key` is the last display with the factorial identity `hf`, and `hasSum_nat_add_iff'` performs the shift of the index by $k$.

```lean
/-- Factorial moments of the weights for any matrix `H`:
`∑ n(n-1)⋯(n-k+1) w_n = bᵏ tr((-H)ᵏ exp(-bH))`. -/
theorem factorial_moment (b : ℝ) (H : Matrix ι ι ℂ) (k : ℕ) :
    HasSum (fun n : ℕ => (n.descFactorial k : ℂ) * weight b H n)
      ((b : ℂ) ^ k * trace ((-H) ^ k * boltzmann b H)) := by
  -- multiply the Taylor series by `(-H)ᵏ` and take the trace term by term
  have hc : Continuous (traceAddMonoidHom ι ℂ) := continuous_id.matrix_trace
  have h1 : HasSum
      (fun n : ℕ => trace ((-H) ^ k * (((b : ℂ) ^ n / (n.factorial : ℂ)) • (-H) ^ n)))
      (trace ((-H) ^ k * boltzmann b H)) :=
    ((boltzmann_hasSum b H).mul_left ((-H) ^ k)).map (traceAddMonoidHom ι ℂ) hc
  have h2 := h1.mul_left ((b : ℂ) ^ k)
  -- orders below `k` do not contribute
  have hz : ∑ i ∈ Finset.range k, (i.descFactorial k : ℂ) * weight b H i = 0 :=
    Finset.sum_eq_zero fun i hi => by
      rw [Nat.descFactorial_eq_zero_iff_lt.2 (Finset.mem_range.1 hi)]
      simp
  -- order `n + k` on the left is term `n` of the traced series
  have key : ∀ n : ℕ, ((n + k).descFactorial k : ℂ) * weight b H (n + k) = (b : ℂ) ^ k *
      trace ((-H) ^ k * (((b : ℂ) ^ n / (n.factorial : ℂ)) • (-H) ^ n)) := by
    intro n
    have hf : ((n + k).factorial : ℂ) = (n.factorial : ℂ) * ((n + k).descFactorial k : ℂ) := by
      have := Nat.factorial_mul_descFactorial (Nat.le_add_left k n)
      rw [add_tsub_cancel_right] at this
      exact_mod_cast this.symm
    have hn : (n.factorial : ℂ) ≠ 0 := Nat.cast_ne_zero.2 (Nat.factorial_ne_zero _)
    have hd : ((n + k).descFactorial k : ℂ) ≠ 0 := by
      intro h
      rw [h, mul_zero] at hf
      exact (Nat.cast_ne_zero.2 (Nat.factorial_ne_zero _)) hf
    have hp : (-H) ^ (n + k) = (-H) ^ k * (-H) ^ n := by rw [add_comm, pow_add]
    rw [weight, hf, hp, Matrix.mul_smul, trace_smul, smul_eq_mul, pow_add (b : ℂ)]
    field_simp
  refine (hasSum_nat_add_iff' k).1 ?_
  rw [hz, sub_zero]
  simp only [key]
  exact h2
```

## (c) The weights sum to the partition function

*Show that $\sum_n w_n=Z$ for every matrix $H$ and every real $b$.*

Set $k=0$ in (b). Then $n^{\underline0}=1$, $b^0=1$ and $(-H)^0$ is the identity matrix, so the right side is $\operatorname{tr}e^{-bH}=Z$. The `simp only` line carries out these three substitutions.

```lean
/-- The weights sum to the partition function. -/
theorem weight_hasSum (b : ℝ) (H : Matrix ι ι ℂ) : HasSum (weight b H) (partition b H) := by
  have h := factorial_moment b H 0
  simp only [Nat.descFactorial_zero, Nat.cast_one, one_mul, pow_zero] at h
  exact h
```

## (d) Nonnegative weights

*Let $-H$ be positive semidefinite and $b\ge0$. Show that every $w_n$ is real and nonnegative.*

Diagonalise $-H$ with orthonormal eigenvectors $u_j$ and eigenvalues $\lambda_j\ge0$. For any vector $v$, $v^\dagger(-H)^nv=\sum_j\lambda_j^n|u_j^\dagger v|^2\ge0$, so $(-H)^n$ is positive semidefinite. Its diagonal entries are such expectation values in the basis vectors, hence its trace is nonnegative. The prefactor $b^n/n!$ is a nonnegative real number, and the product is $w_n$.

The hypothesis `(-H).PosSemidef` includes Hermiticity. Physically it is a choice of the zero of energy, which is placed at or above the highest level; it is assumed here and not derived. The step `ht` chains `hH.pow n` (powers stay positive semidefinite) with `trace_nonneg`, and `e` writes the weight as a real prefactor times the trace. The inequality concerns the total weight of order $n$. A simulation samples finer objects, a basis state together with a string of $n$ local operators, and their individual weights can be negative even when all $w_n\ge0$; the sign problem is therefore not addressed.

```lean
/-- For negative semidefinite `H` and `b ≥ 0` every weight is real and nonnegative. -/
theorem weight_nonneg {b : ℝ} (hb : 0 ≤ b) {H : Matrix ι ι ℂ} (hH : (-H).PosSemidef) (n : ℕ) :
    0 ≤ weight b H n := by
  have ht : 0 ≤ trace ((-H) ^ n) := (hH.pow n).trace_nonneg
  have e : weight b H n = ((b ^ n / (n.factorial : ℝ) : ℝ) : ℂ) * trace ((-H) ^ n) := by
    rw [weight]
    push_cast
    ring
  rw [e]
  exact mul_nonneg (Complex.zero_le_real.2 (by positivity)) ht
```

## (e) A positive partition function

*Under the hypotheses of (d), with $d\ge1$, show that $Z$ is real and $Z>0$.*

The zeroth weight is $w_0=\operatorname{tr}\mathbb 1=d>0$, also at $b=0$, where $b^0=1$. By (c) and (d), $Z-w_0=\sum_{n\ge1}w_n$ is a convergent sum of nonnegative reals, so $Z\ge d>0$.

`[Nonempty ι]` is the condition $d\ge1$; on an empty index set every trace vanishes and $Z=0$. The step `h0` evaluates $w_0$ as `Fintype.card ι`, and `le_hasSum` bounds the sum from below by a single term when all the others are nonnegative.

```lean
/-- For negative semidefinite `H` on a nonempty set and `b ≥ 0` the partition function is
real and positive. -/
theorem partition_pos [Nonempty ι] {b : ℝ} (hb : 0 ≤ b) {H : Matrix ι ι ℂ}
    (hH : (-H).PosSemidef) : 0 < partition b H := by
  -- the zeroth weight is the dimension and all others are nonnegative
  have h0 : weight b H 0 = ((Fintype.card ι : ℝ) : ℂ) := by simp [weight]
  have hpos : 0 < weight b H 0 := by
    rw [h0]
    exact Complex.zero_lt_real.2 (Nat.cast_pos.2 Fintype.card_pos)
  exact lt_of_lt_of_le hpos
    (le_hasSum (weight_hasSum b H) 0 fun j _ => weight_nonneg hb hH j)
```

## (f) Normalisation and normalised factorial moments

*Assume only $Z\ne0$. Show that $\sum_n p_n=1$ and that $\sum_n n^{\underline k}\,p_n=b^k\langle(-H)^k\rangle$ for every $k$.*

Divide (c) by $Z$: the terms become $p_n$ and the sum becomes $Z/Z=1$. Divide (b) by $Z$: the terms become $n^{\underline k}p_n$ and the right side becomes $b^k\operatorname{tr}\big((-H)^ke^{-bH}\big)/Z=b^k\langle(-H)^k\rangle$.

Both divisions are `div_const`, and `hZ` enters through `div_self`. Neither Hermiticity nor a sign of $b$ is required, and in that generality the $p_n$ are complex numbers that sum to one.

```lean
/-- If `Z ≠ 0` the `p_n` sum to one and `∑ n(n-1)⋯(n-k+1) p_n = bᵏ ⟨(-H)ᵏ⟩` for all `k`. -/
theorem prob_moments {b : ℝ} {H : Matrix ι ι ℂ} (hZ : partition b H ≠ 0) :
    HasSum (prob b H) 1 ∧ ∀ k : ℕ, HasSum (fun n : ℕ => (n.descFactorial k : ℂ) * prob b H n)
      ((b : ℂ) ^ k * thermalAvg b H ((-H) ^ k)) := by
  constructor
  · have h := (weight_hasSum b H).div_const (partition b H)
    rw [div_self hZ] at h
    exact h
  · intro k
    have h := (factorial_moment b H k).div_const (partition b H)
    simp only [mul_div_assoc] at h
    exact h
```

## (g) The first moment and the centred second moment

*Assume $Z\ne0$ and write $m=\langle n\rangle$. Show that $\sum_n n\,p_n$ converges to $-b\langle H\rangle$ and that $\sum_n(n-m)^2p_n$ converges to $m+b^2(\langle H^2\rangle-\langle H\rangle^2)$.*

For $k=1$, (f) gives $\sum_n n\,p_n=b\langle-H\rangle=-b\langle H\rangle$ by linearity of the trace, so $m=-b\langle H\rangle$. For $k=2$, $(-H)^2=H^2$ gives $\sum_n n(n-1)p_n=b^2\langle H^2\rangle$. Expanding the square,
$$(n-m)^2=n(n-1)+(1-2m)\,n+m^2 ,$$
and summing the three convergent series against $p_n$,
$$\sum_n(n-m)^2p_n=b^2\langle H^2\rangle+(1-2m)\,m+m^2=m+b^2\langle H^2\rangle-m^2 .$$
Finally $m^2=b^2\langle H\rangle^2$.

In the statement, `thermalAvg b H (H ^ 2)` is $\langle H^2\rangle$ and `thermalAvg b H H ^ 2` is $\langle H\rangle^2$. The steps `h0`, `h1`, `h2` are the moments $k=0,1,2$, `hm` identifies `meanOrder` with the limit of its series, and `hd` spells out $n^{\underline2}=n(n-1)$ with the subtraction done in $\mathbb C$. The combined series `h` adds `h2`, `h1` and `h0` with coefficients $1$, $1-2m$ and $m^2$ respectively; after `convert`, one `ring` checks the expansion of the square and the other checks the value of the sum.

```lean
/-- If `Z ≠ 0` the series `∑ n p_n` converges to `-b⟨H⟩` and the series `∑ (n - ⟨n⟩)² p_n`
converges to `⟨n⟩ + b²(⟨H²⟩ - ⟨H⟩²)`. -/
theorem mean_variance_hasSum {b : ℝ} {H : Matrix ι ι ℂ} (hZ : partition b H ≠ 0) :
    HasSum (fun n : ℕ => (n : ℂ) * prob b H n) (-(b : ℂ) * thermalAvg b H H) ∧
    HasSum (fun n : ℕ => ((n : ℂ) - meanOrder b H) ^ 2 * prob b H n)
      (meanOrder b H + (b : ℂ) ^ 2 * (thermalAvg b H (H ^ 2) - thermalAvg b H H ^ 2)) := by
  obtain ⟨h0, hk⟩ := prob_moments hZ
  have hneg : thermalAvg b H (-H) = -thermalAvg b H H := by
    rw [thermalAvg, thermalAvg, Matrix.neg_mul, trace_neg, neg_div]
  have h1 : HasSum (fun n : ℕ => (n : ℂ) * prob b H n) (-(b : ℂ) * thermalAvg b H H) := by
    have h := hk 1
    simp only [Nat.descFactorial_one, pow_one, hneg, mul_neg] at h
    rw [neg_mul]
    exact h
  have h2 := hk 2
  rw [neg_sq] at h2
  have hm : meanOrder b H = -(b : ℂ) * thermalAvg b H H := h1.tsum_eq
  have hd : ∀ n : ℕ, (n.descFactorial 2 : ℂ) = (n : ℂ) * ((n : ℂ) - 1) := by
    intro n
    cases n with
    | zero => simp
    | succ m =>
      rw [show (m + 1).descFactorial 2 = (m + 1) * m.descFactorial 1 from
        Nat.succ_descFactorial_succ m 1, Nat.descFactorial_one]
      push_cast
      ring
  refine ⟨h1, ?_⟩
  -- (n - m)² = n(n-1) + (1 - 2m) n + m²
  have h := (h2.add (h1.mul_left (1 - 2 * meanOrder b H))).add
    (h0.mul_left (meanOrder b H ^ 2))
  convert h using 1
  · funext n
    rw [hd n]
    ring
  · rw [hm]
    ring
```

## (h) The statistics of the expansion order

*For $-H$ positive semidefinite, $d\ge1$ and $b\ge0$, assemble the result stated at the top.*

By (e), $Z>0$, so $Z\ne0$ and (f) and (g) apply. Nonnegativity is (d), the sum rule is (c), and the normalisation is the first half of (f). The mean is the first half of (g), and subtracting $m$ from the second half gives $\operatorname{Var}(n)-\langle n\rangle=b^2(\langle H^2\rangle-\langle H\rangle^2)$.

The eight conjuncts read, in order: $w_n\ge0$ for all $n$; $\sum_nw_n=Z$; $Z>0$; $\sum_np_n=1$; convergence of the series for the mean; convergence of the series for the variance; the formula for the mean; the formula for the excess variance. The inequality $p_n\ge0$ is not a separate conjunct and follows from the first and third. At $b=0$, infinite temperature, all weight sits at $n=0$ and both identities read $0=0$. At $d=1$, $H=(-\lambda)$ with $\lambda\ge0$, the $p_n$ are Poisson probabilities with mean and variance $b\lambda$, in agreement with a vanishing energy fluctuation. The theorem is about exact infinite sums for a finite matrix. It does not treat unbounded Hamiltonians, a cutoff on $n$, the Markov chain that generates the orders, or the statistical error of a finite sample.

```lean
/-- For negative semidefinite `H` on a nonempty set and `b ≥ 0` the weights are nonnegative and
sum to `Z > 0`, the `p_n` sum to one, and, with convergent series, `⟨n⟩ = -b⟨H⟩` and
`Var(n) - ⟨n⟩ = b²(⟨H²⟩ - ⟨H⟩²)`. -/
theorem sse_order_statistics [Nonempty ι] {b : ℝ} (hb : 0 ≤ b) {H : Matrix ι ι ℂ}
    (hH : (-H).PosSemidef) :
    (∀ n, 0 ≤ weight b H n) ∧ HasSum (weight b H) (partition b H) ∧ 0 < partition b H ∧
    HasSum (prob b H) 1 ∧
    Summable (fun n : ℕ => (n : ℂ) * prob b H n) ∧
    Summable (fun n : ℕ => ((n : ℂ) - meanOrder b H) ^ 2 * prob b H n) ∧
    meanOrder b H = -(b : ℂ) * thermalAvg b H H ∧
    varOrder b H - meanOrder b H
      = (b : ℂ) ^ 2 * (thermalAvg b H (H ^ 2) - thermalAvg b H H ^ 2) := by
  have hZ := partition_pos hb hH
  obtain ⟨h1, h2⟩ := mean_variance_hasSum hZ.ne'
  refine ⟨weight_nonneg hb hH, weight_hasSum b H, hZ, (prob_moments hZ.ne').1,
    h1.summable, h2.summable, h1.tsum_eq, ?_⟩
  rw [varOrder, h2.tsum_eq]
  ring
```

## (i) A two-site Hamiltonian that meets the hypothesis

*Show that $H=\begin{pmatrix}-1&1\\1&-1\end{pmatrix}$ is negative semidefinite.*

With $B=\begin{pmatrix}1&-1\\0&0\end{pmatrix}$, direct multiplication gives $B^\dagger B=\begin{pmatrix}1&-1\\-1&1\end{pmatrix}=-H$. This matrix is Hermitian, and for $v=(v_0,v_1)$ one has $v^\dagger(-H)v=\|Bv\|^2=|v_0-v_1|^2\ge0$. The eigenvalues of $H$ are $0$ on $(1,1)/\sqrt2$ and $-2$ on $(1,-1)/\sqrt2$, so $w_0=2$, $w_n=(2b)^n/n!$ for $n\ge1$, and $Z=1+e^{2b}$. With the ground-state population $q=e^{2b}/(1+e^{2b})$, the identities of (h) read $\langle n\rangle=2bq$ and $\operatorname{Var}(n)-\langle n\rangle=4b^2q(1-q)$.

The step `e` verifies $-H=B^\dagger B$ on the four entries, and `posSemidef_conjTranspose_mul_self` supplies the semidefiniteness of any such product.

```lean
/-- The two-site Hamiltonian with diagonal `-1` and off-diagonal `1` is negative semidefinite. -/
theorem negSemidef_witness : (-(!![-1, 1; 1, -1] : Matrix (Fin 2) (Fin 2) ℂ)).PosSemidef := by
  have e : -(!![-1, 1; 1, -1] : Matrix (Fin 2) (Fin 2) ℂ)
      = (!![1, -1; 0, 0] : Matrix (Fin 2) (Fin 2) ℂ)ᴴ
        * (!![1, -1; 0, 0] : Matrix (Fin 2) (Fin 2) ℂ) := by
    ext i j
    fin_cases i <;> fin_cases j <;> simp [Matrix.mul_apply, Fin.sum_univ_succ]
  rw [e]
  exact posSemidef_conjTranspose_mul_self _

end

end StochasticSeriesExpansion
```

```lean
#print axioms StochasticSeriesExpansion.sse_order_statistics
```

```
'StochasticSeriesExpansion.sse_order_statistics' depends on axioms: [propext, Classical.choice, Quot.sound]
```

## The third cumulant of the order

The case $k=3$ of `prob_moments` gives $\sum_n n(n-1)(n-2)\,p_n=b^3\langle(-H)^3\rangle=-b^3\langle H^3\rangle$. Expanding $(n-m)^3$ in falling factorials, as was done for the square in (g), leads to
$$\kappa_3-3\operatorname{Var}(n)+2\langle n\rangle=-b^3\big\langle(H-\langle H\rangle)^3\big\rangle,\qquad \kappa_3=\sum_n(n-m)^3p_n .$$
This identity, the closed forms quoted for $d=1$ and for the two-site matrix, and the example that follows are ordinary algebra that no theorem above states.

## A single level above the zero of energy

Drop negative semidefiniteness and take $d=1$, $H=(1)$, $b>0$. Then $w_n=(-b)^n/n!$ alternates in sign, with $w_1=-b<0$, so the conclusion of (d) fails. The partition function $Z=e^{-b}$ is still nonzero, so (f) and (g) apply: $\sum_np_n=1$, $\sum_n n\,p_n=-b$, and, because $\langle H^2\rangle=\langle H\rangle^2=1$, also $\sum_n(n-m)^2p_n=-b$. The two identities survive as equations between sums, but a negative mean order and a negative variance show that the $p_n$ no longer form a probability distribution from which orders could be drawn.
